# Orthonormalisations of an overlap matrix: $Y = XU$ with $X$ a Löwdin factor and $U$ unitary

## Physical setting

Atomic orbitals on different centres overlap. Take finitely many linearly independent basis functions $\phi_i$, labelled by $i$ in a finite index set $n$, with overlap matrix $S_{ij} = \langle \phi_i | \phi_j \rangle$ and Hamiltonian matrix $H_{ij} = \langle \phi_i | \hat H | \phi_j \rangle$. The levels $\varepsilon$ in this basis solve $Hc = \varepsilon S c$ for a nonzero coefficient vector $c$. To reach an ordinary eigenvalue problem one forms new functions $\chi_j = \sum_i \phi_i Y_{ij}$. Their overlap matrix is $Y^\dagger S Y$, their Hamiltonian matrix is $Y^\dagger H Y$, and they are orthonormal when $Y^\dagger S Y = 1$. Löwdin's symmetric choice is $Y = S^{-1/2}$, and other choices exist. The question is how all such $Y$ are related, and whether the choice affects the spectrum. In an electronic-structure calculation with a finite, linearly independent basis, a fixed matrix $H$ and a square $Y$, the result says that in exact arithmetic it does not.

## Statement

All matrices are complex and $n \times n$. Let $X^\dagger = X$ and $XSX = 1$; such an $X$ is called a Löwdin factor of $S$ here, and for positive definite $S$ the matrix $S^{-1/2}$ is one. Then:

1. $S$ is positive definite, and $S(XX) = (XX)S = 1$.
2. $Y^\dagger S Y = 1$ holds exactly when $Y = XU$ for some unitary $U$.
3. In that case one unitary $U$ with $Y = XU$ satisfies $Y^\dagger H Y = U^\dagger (XHX) U$ for every $H$.
4. If $Y = XU$, then $U = XSY$.
5. If $Y^\dagger S Y = 1$, then $Y^\dagger H Y$, $XHX$ and $S^{-1}H$ have the same characteristic polynomial.

## Derivation

The tool used throughout is that $AB = 1$ implies $BA = 1$ for square matrices $A$ and $B$.

**Inverse and positivity.** Put $W = SX$. The condition $XSX = 1$ reads $XW = 1$, so $WX = 1$, which is $S(XX) = 1$, and then $(XX)S = 1$. The adjoint of $WX = 1$ is $XW^\dagger = 1$, because $X$ is Hermitian. Hence
$$W^\dagger = (WX)W^\dagger = W(XW^\dagger) = W, \qquad W^\dagger W = SX\,SX = S\,(XW) = S .$$
So $S$ is Hermitian and $x^\dagger S x = (Wx)^\dagger (Wx) \ge 0$ for every vector $x$. If this vanishes, then $Wx = 0$ and $x = XWx = 0$.

**General reference.** Let $Z$ be any matrix with $Z^\dagger S Z = 1$. For all $H$ and $U$,
$$(ZU)^\dagger H (ZU) = U^\dagger (Z^\dagger H Z) U ,$$
and with $S$ in place of $H$ this gives $(ZU)^\dagger S (ZU) = U^\dagger U$. If $U$ is unitary, $ZU$ therefore orthonormalises $S$. Conversely, suppose $Y^\dagger S Y = 1$. From $(Z^\dagger S) Z = 1$ follows $Z Z^\dagger S = 1$, the resolution of the identity in the basis given by $Z$. Put $U = Z^\dagger S Y$, whose entries are the overlaps between the functions defined by $Z$ and those defined by $Y$. Then $ZU = Y$ and $U^\dagger U = Y^\dagger S Y = 1$.

**Hermitian reference.** For $X^\dagger = X$ the condition $XSX = 1$ is $X^\dagger S X = 1$, so $Z = X$ is allowed. This gives item 2, and item 3 because $X^\dagger H X = XHX$. Multiplying $Y = XU$ from the left by $XS$ gives $XSY = U$.

**Spectrum.** Write $p_A(t) = \det(t - A)$, and recall $p_{AB} = p_{BA}$. With $M = XHX$,
$$p_{Y^\dagger H Y} = p_{(U^\dagger M) U} = p_{U U^\dagger M} = p_M, \qquad p_{(XH)X} = p_{XXH} = p_{S^{-1}H} .$$

**Where Hermiticity enters.** The conditions $XSX = 1$ and $X^\dagger S X = 1$ look alike but differ when $X$ is not Hermitian. For $S = 1$ and $X = \begin{pmatrix} 1 & 1 \\ 0 & -1 \end{pmatrix}$ one finds $XSX = 1$ but $X^\dagger S X = \begin{pmatrix} 1 & 1 \\ 1 & 2 \end{pmatrix}$. This $X$ equals $XU$ with $U = 1$ and does not orthonormalise $S$, so item 2 fails without $X^\dagger = X$.

## What the formal version assumes

The matrices have type `Matrix n n ℂ`, and `ᴴ` is the conjugate transpose $\dagger$. The functions $\phi_i$ and the operator $\hat H$ are not represented; only matrices are. `Orthonormalises S Y` is $Y^\dagger S Y = 1$ and `transformed H Y` is $Y^\dagger H Y$, so the columns of $Y$ hold the coefficients of the new functions. Membership in `unitaryGroup n ℂ` is unitarity. `S.PosDef` says that $S$ is Hermitian and that $x^\dagger S x$ is real and strictly positive for $x \ne 0$.

The main theorem `orthonormalises_iff_loewdin_mul_unitary` has the hypotheses `X.IsHermitian` and `X * S * X = 1`, and states items 2 and 3. In its second part `∃ U` stands before `∀ H`, so the same $U$ serves every operator. $H$ need not be Hermitian. Positive definiteness of $S$ is not a hypothesis anywhere; `overlap_posDef` derives it from the two hypotheses of the main theorem. The theorems `sq_inverse` and `factor_eq` do not need $X$ to be Hermitian. In `charpoly_transformed`, `S⁻¹` is the true inverse, because `sq_inverse` shows $S$ invertible.

The factor $X$ is given, not constructed: no theorem produces it from a positive definite $S$. Nor is it required to be positive, so it is any Hermitian square root of $S^{-1}$; with one basis function and $S = s > 0$, both $X = \pm s^{-1/2}$ qualify and $U$ is a phase. The property that Löwdin orbitals lie closest to the original ones in the least-squares sense is not treated. Since $Y$ is square, schemes that discard nearly dependent directions are excluded. The counterexample above and the reading of the roots of $p_{S^{-1}H}$ as the levels $\varepsilon$ of $Hc = \varepsilon Sc$ are commentary with no theorem in the file behind them.

One could instead assume `S.PosDef` and define $X$ as the inverse of the positive square root of $S$. That would supply $X$ and fix it uniquely, and $XSX = 1$ would become a lemma about square roots. The statement would then refer to that one root only.

In Lean 4 with Mathlib:

```lean
import Mathlib

open Matrix
open scoped ComplexOrder

namespace LoewdinOrthogonalisation

variable {n : Type*} [Fintype n] [DecidableEq n]

/-- The basis change `Y` orthonormalises the overlap matrix `S`: `Yᴴ S Y = 1`. -/
def Orthonormalises (S Y : Matrix n n ℂ) : Prop := Yᴴ * S * Y = 1

/-- The matrix `Yᴴ H Y` of the operator `H` in the basis given by the columns of `Y`. -/
def transformed (H Y : Matrix n n ℂ) : Matrix n n ℂ := Yᴴ * H * Y

/-- If `X S X = 1`, then `X X` is a two-sided inverse of the overlap matrix `S`. -/
theorem sq_inverse {S X : Matrix n n ℂ} (h : X * S * X = 1) :
    S * (X * X) = 1 ∧ X * X * S = 1 := by
  have h1 : X * (S * X) = 1 := by rw [← mul_assoc]; exact h
  have h2 : S * X * X = 1 := mul_eq_one_comm.mp h1
  have h3 : S * (X * X) = 1 := by rw [← mul_assoc]; exact h2
  exact ⟨h3, mul_eq_one_comm.mp h3⟩

/-- If `X` is Hermitian and `X S X = 1`, then the overlap matrix `S` is positive definite. -/
theorem overlap_posDef {S X : Matrix n n ℂ} (hX : X.IsHermitian) (h : X * S * X = 1) :
    S.PosDef := by
  -- `W = S X` is the inverse of `X`, it is Hermitian, and `S = Wᴴ W`
  have h1 : X * (S * X) = 1 := by rw [← mul_assoc]; exact h
  have h2 : S * X * X = 1 := mul_eq_one_comm.mp h1
  have h3 : X * (S * X)ᴴ = 1 := by
    have := congrArg conjTranspose h2
    rwa [conjTranspose_mul, hX.eq, conjTranspose_one] at this
  have hW : (S * X)ᴴ = S * X := by
    calc (S * X)ᴴ = (S * X * X) * (S * X)ᴴ := by rw [h2, one_mul]
      _ = S * X * (X * (S * X)ᴴ) := mul_assoc _ _ _
      _ = S * X := by rw [h3, mul_one]
  have hS : S = (S * X)ᴴ * (S * X) := by
    rw [hW, mul_assoc, h1, mul_one]
  have hH : S.IsHermitian := by
    have := isHermitian_conjTranspose_mul_self (S * X)
    rwa [← hS] at this
  rw [posDef_iff_dotProduct_mulVec]
  refine ⟨hH, fun x hx => ?_⟩
  have e : star x ⬝ᵥ S *ᵥ x = star ((S * X) *ᵥ x) ⬝ᵥ ((S * X) *ᵥ x) := by
    rw [star_mulVec, ← dotProduct_mulVec, mulVec_mulVec, ← hS]
  rw [e]
  refine lt_of_le_of_ne (dotProduct_star_self_nonneg _) fun h0 => hx ?_
  have hz : (S * X) *ᵥ x = 0 := dotProduct_star_self_eq_zero.mp h0.symm
  have hx1 : X *ᵥ ((S * X) *ᵥ x) = x := by rw [mulVec_mulVec, h1, one_mulVec]
  rw [← hx1, hz, mulVec_zero]

omit [DecidableEq n] in
/-- Changing basis by `Z U` is changing basis by `Z` and then by `U`. -/
theorem transformed_mul (H Z U : Matrix n n ℂ) :
    transformed H (Z * U) = Uᴴ * transformed H Z * U := by
  simp only [transformed, conjTranspose_mul, mul_assoc]

/-- Given any `Z` that orthonormalises `S`, a matrix `Y` orthonormalises `S` exactly when
`Y = Z U` with `U` unitary. -/
theorem orthonormalises_iff_of_reference {S Z : Matrix n n ℂ} (hZ : Orthonormalises S Z)
    (Y : Matrix n n ℂ) :
    Orthonormalises S Y ↔ ∃ U ∈ unitaryGroup n ℂ, Y = Z * U := by
  have hZ' : Zᴴ * S * Z = 1 := hZ
  -- the overlap in the basis `Z U` is `Uᴴ U`
  have key : ∀ U : Matrix n n ℂ, (Z * U)ᴴ * S * (Z * U) = star U * U := by
    intro U
    have := transformed_mul S Z U
    simp only [transformed] at this
    rw [this, hZ', mul_one, star_eq_conjTranspose]
  constructor
  · intro hY
    -- resolution of the identity `Z Zᴴ S = 1`
    have hres : Z * (Zᴴ * S) = 1 := mul_eq_one_comm.mp hZ'
    have hY1 : Y = Z * (Zᴴ * S * Y) := by rw [← mul_assoc, hres, one_mul]
    refine ⟨Zᴴ * S * Y, ?_, hY1⟩
    have hU : star (Zᴴ * S * Y) * (Zᴴ * S * Y) = 1 := by
      rw [← key, ← hY1]
      exact hY
    exact mem_unitaryGroup_iff.mpr (mul_eq_one_comm.mp hU)
  · rintro ⟨U, hU, rfl⟩
    have hU' : star U * U = 1 := mul_eq_one_comm.mp (mem_unitaryGroup_iff.mp hU)
    exact (key U).trans hU'

/-- Let `X` be Hermitian with `X S X = 1`. Then `Yᴴ S Y = 1` exactly when `Y = X U` with `U`
unitary, and in that case one unitary `U` gives `Yᴴ H Y = Uᴴ (X H X) U` for every `H`. -/
theorem orthonormalises_iff_loewdin_mul_unitary {S X : Matrix n n ℂ} (hX : X.IsHermitian)
    (h : X * S * X = 1) (Y : Matrix n n ℂ) :
    (Orthonormalises S Y ↔ ∃ U ∈ unitaryGroup n ℂ, Y = X * U) ∧
    (Orthonormalises S Y → ∃ U ∈ unitaryGroup n ℂ, Y = X * U ∧
      ∀ H : Matrix n n ℂ, transformed H Y = Uᴴ * (X * H * X) * U) := by
  have hO : Orthonormalises S X := by
    unfold Orthonormalises
    rw [hX.eq]
    exact h
  refine ⟨orthonormalises_iff_of_reference hO Y, fun hY => ?_⟩
  obtain ⟨U, hU, rfl⟩ := (orthonormalises_iff_of_reference hO Y).mp hY
  refine ⟨U, hU, rfl, fun H => ?_⟩
  rw [transformed_mul, transformed, hX.eq]

/-- If `X S X = 1`, the factor `U` in `Y = X U` is determined by `Y`: `U = X S Y`. -/
theorem factor_eq {S X Y U : Matrix n n ℂ} (h : X * S * X = 1) (hY : Y = X * U) :
    U = X * S * Y := by
  rw [hY, ← mul_assoc, h, one_mul]

/-- Let `X` be Hermitian with `X S X = 1` and let `Y` orthonormalise `S`. Then `Yᴴ H Y` and
`X H X` have the same characteristic polynomial, which is that of `S⁻¹ H`. -/
theorem charpoly_transformed {S X Y : Matrix n n ℂ} (hX : X.IsHermitian)
    (h : X * S * X = 1) (hY : Orthonormalises S Y) (H : Matrix n n ℂ) :
    (transformed H Y).charpoly = (X * H * X).charpoly ∧
    (X * H * X).charpoly = (S⁻¹ * H).charpoly := by
  obtain ⟨U, hU, -, hH⟩ := (orthonormalises_iff_loewdin_mul_unitary hX h Y).2 hY
  have hU' : U * Uᴴ = 1 := by
    rw [← star_eq_conjTranspose]
    exact mem_unitaryGroup_iff.mp hU
  constructor
  · rw [hH H, Matrix.charpoly_mul_comm, ← mul_assoc, hU', one_mul]
  · rw [inv_eq_right_inv (sq_inverse h).1, Matrix.charpoly_mul_comm, ← mul_assoc]

/-- For the overlap matrix `S = [[5, 4], [4, 5]]`, the matrix
`X = [[2/3, -1/3], [-1/3, 2/3]]` is Hermitian and satisfies `X S X = 1`. -/
theorem loewdin_witness :
    (!![2 / 3, -1 / 3; -1 / 3, 2 / 3] : Matrix (Fin 2) (Fin 2) ℂ).IsHermitian ∧
    (!![2 / 3, -1 / 3; -1 / 3, 2 / 3] : Matrix (Fin 2) (Fin 2) ℂ) * !![5, 4; 4, 5] *
      !![2 / 3, -1 / 3; -1 / 3, 2 / 3] = 1 := by
  constructor
  · ext i j
    fin_cases i <;> fin_cases j <;> simp [conjTranspose_apply]
  · ext i j
    fin_cases i <;> fin_cases j <;> simp [Matrix.mul_apply, Fin.sum_univ_succ] <;> norm_num

end LoewdinOrthogonalisation
```

```lean
#print axioms LoewdinOrthogonalisation.overlap_posDef
-- 'LoewdinOrthogonalisation.overlap_posDef' depends on axioms: [propext, Classical.choice, Quot.sound]
#print axioms LoewdinOrthogonalisation.orthonormalises_iff_loewdin_mul_unitary
-- 'LoewdinOrthogonalisation.orthonormalises_iff_loewdin_mul_unitary' depends on axioms: [propext, Classical.choice, Quot.sound]
#print axioms LoewdinOrthogonalisation.factor_eq
-- 'LoewdinOrthogonalisation.factor_eq' depends on axioms: [propext, Classical.choice, Quot.sound]
#print axioms LoewdinOrthogonalisation.charpoly_transformed
-- 'LoewdinOrthogonalisation.charpoly_transformed' depends on axioms: [propext, Classical.choice, Quot.sound]
```

## Notes on the proof

`mul_eq_one_comm` is the passage from $AB = 1$ to $BA = 1$, and `sq_inverse` applies it twice.

In `overlap_posDef`, `h1`, `h2` and `h3` are $XW = 1$, $WX = 1$ and $XW^\dagger = 1$, `hW` is $W^\dagger = W$, and `hS` is $S = W^\dagger W$. After `posDef_iff_dotProduct_mulVec`, step `e` rewrites the quadratic form as $(Wx)^\dagger(Wx)$, and `lt_of_le_of_ne` splits strict positivity into non-negativity and non-vanishing. For the latter, `hz` gives $Wx = 0$ and `hx1` gives $XWx = x$. The later theorems do not use this result.

`transformed_mul` is the identity for $ZU$. In `orthonormalises_iff_of_reference`, `key` is its case with $S$ in place of $H$, where `star U` is $U^\dagger$. Then `hres` is $ZZ^\dagger S = 1$, the matrix `Zᴴ * S * Y` is offered as $U$, and `hU` is $U^\dagger U = 1$. Since `mem_unitaryGroup_iff` is phrased with $UU^\dagger = 1$, the order of the factors is swapped once in each direction.

The main theorem establishes `hO`, that $X$ orthonormalises $S$, and takes $Z = X$. It extracts $U$ before introducing $H$, which matches the quantifier order. `charpoly_transformed` uses `Matrix.charpoly_mul_comm` for $p_{AB} = p_{BA}$ in both parts, and `inv_eq_right_inv` replaces $S^{-1}$ by $XX$.

`loewdin_witness` checks entry by entry that $S = \begin{pmatrix} 5 & 4 \\ 4 & 5 \end{pmatrix}$ and $X = \tfrac13 \begin{pmatrix} 2 & -1 \\ -1 & 2 \end{pmatrix}$ meet both hypotheses. These basis functions have squared norm $5$. After normalisation the overlap matrix is $S/5$, with off-diagonal element $4/5$, and the factor is $\sqrt5\,X$.
